# The spectral function of a non-interacting device with two contacts, written through its contact broadenings

A finite, non-interacting device has Hamiltonian `H` and two contacts with broadening matrices `A` and `B`, all three Hermitian, and its Green function `G` at real energy `E` is the inverse of the matrix E − H + i(A + B)/2. The theorem says that the spectral function i(G − G†) equals both G(A + B)G† and G†(A + B)G. That the inverse exists is assumed, and the broadenings need not be positive. The proof notes that the inverted matrix minus its adjoint is i(A + B), puts this difference between `G` and G† in either order, and cancels each matrix against its inverse.

The first attempt, which Lean rejects:

```lean
import Mathlib

open scoped Matrix ComplexOrder

namespace SpectralIdentity

noncomputable section

variable {n : Type*} [Fintype n] [DecidableEq n]

/-- The matrix `E - H + i(A + B)/2` of a device with Hamiltonian `H` and contact
broadenings `A` and `B` at energy `E`. -/
def openDevice (H A B : Matrix n n ℂ) (E : ℝ) : Matrix n n ℂ :=
  (E : ℂ) • (1 : Matrix n n ℂ) - H + (Complex.I / 2) • (A + B)

/-- `G` is the retarded Green function of the device: it inverts `E - H + i(A + B)/2`. -/
def IsGreen (H A B : Matrix n n ℂ) (E : ℝ) (G : Matrix n n ℂ) : Prop :=
  openDevice H A B E * G = 1

/-- For Hermitian `H`, `A` and `B`, the Green function satisfies
`G (A + B) G* = i(G - G*) = G* (A + B) G`. -/
theorem spectral_identity {H A B G : Matrix n n ℂ} {E : ℝ} (hH : H.IsHermitian)
    (hA : A.IsHermitian) (hB : B.IsHermitian) (hG : IsGreen H A B E G) :
    G * (A + B) * Gᴴ = Complex.I • (G - Gᴴ) ∧
      Gᴴ * (A + B) * G = Complex.I • (G - Gᴴ) := by
  have hs : star (Complex.I / 2) = -(Complex.I / 2) := by
    apply Complex.ext <;> simp
  have hE : star (E : ℂ) = (E : ℂ) := Complex.conj_ofReal E
  -- the anti-Hermitian part comes from the contacts alone
  have hdiff : openDevice H A B E - (openDevice H A B E)ᴴ = Complex.I • (A + B) := by
    simp only [openDevice, Matrix.conjTranspose_add, Matrix.conjTranspose_sub,
      Matrix.conjTranspose_smul, Matrix.conjTranspose_one, hH.eq, hA.eq, hB.eq, hs, hE]
    module
  have h1 : openDevice H A B E * G = 1 := hG
  have h2 : G * openDevice H A B E = 1 := mul_eq_one_comm.mp h1
  have h3 : Gᴴ * (openDevice H A B E)ᴴ = 1 := by
    rw [← Matrix.conjTranspose_mul, h1, Matrix.conjTranspose_one]
  have h4 : (openDevice H A B E)ᴴ * Gᴴ = 1 := mul_eq_one_comm.mp h3
  have aux : ∀ X Y : Matrix n n ℂ, Complex.I • X = -Y → X = Complex.I • Y := by
    intro X Y h
    calc X = -(Complex.I • (Complex.I • X)) := by
          rw [smul_smul, Complex.I_mul_I, neg_smul, one_smul, neg_neg]
      _ = Complex.I • Y := by rw [h, smul_neg, neg_neg]
  constructor
  · apply aux
    calc Complex.I • (G * (A + B) * Gᴴ)
        = G * (Complex.I • (A + B)) * Gᴴ := by rw [Matrix.mul_smul, Matrix.smul_mul]
      _ = (G * openDevice H A B E) * Gᴴ - G * ((openDevice H A B E)ᴴ * Gᴴ) := by
          rw [← hdiff, Matrix.mul_sub, Matrix.sub_mul, Matrix.mul_assoc G _ᴴ]
      _ = -(G - Gᴴ) := by rw [h2, h4, Matrix.one_mul, Matrix.mul_one, neg_sub]
  · apply aux
    calc Complex.I • (Gᴴ * (A + B) * G)
        = Gᴴ * (Complex.I • (A + B)) * G := by rw [Matrix.mul_smul, Matrix.smul_mul]
      _ = Gᴴ * (openDevice H A B E * G) - (Gᴴ * (openDevice H A B E)ᴴ) * G := by
          rw [← hdiff, Matrix.mul_sub, Matrix.sub_mul, Matrix.mul_assoc Gᴴ (openDevice H A B E)]
      _ = -(G - Gᴴ) := by rw [h1, h3, Matrix.one_mul, Matrix.mul_one, neg_sub]

end

end SpectralIdentity
```

The compiler's answer:

```
Main.lean:26:55: error: unsolved goals
case a
n : Type u_1
inst✝¹ : Fintype n
inst✝ : DecidableEq n
H A B G : Matrix n n ℂ
E : ℝ
hH : H.IsHermitian
hA : A.IsHermitian
hB : B.IsHermitian
hG : IsGreen H A B E G
⊢ -1 / 2 = -2⁻¹
```

What went wrong. The error lies in the auxiliary fact `hs`, that the complex conjugate of i/2 is −i/2. `Complex.ext` reduces this equality of complex numbers to two equalities of real numbers, one for the real parts and one for the imaginary parts, and `simp` is run on both. It closes the first, but leaves the second as `-1 / 2 = -2⁻¹`. This is true, but the two sides are written differently: the left is a quotient with numerator −1, the right the negative of an inverse. `simp` brought them to these two forms and did not identify them, so the `by` block ended with a goal still open, which is what "unsolved goals" reports.

The added `norm_num` works on that remaining goal. It evaluates both sides as rational numbers, finds the same value, minus one half, and closes the goal. Nothing else in the proof needed to change.

After these edits no error is left:

```diff
@@ -26,4 +26,5 @@
   have hs : star (Complex.I / 2) = -(Complex.I / 2) := by
     apply Complex.ext <;> simp
+    norm_num
   have hE : star (E : ℂ) = (E : ℂ) := Complex.conj_ofReal E
   -- the anti-Hermitian part comes from the contacts alone
```
